# Single determinants underestimate the mean spin-flip excitation energy in a positive-exchange model

## Orbitals, exchange integrals and the one-flip matrix

Let $N$ orthonormal orbitals each hold one electron, all spins parallel. The orbitals stay fixed, and $K_{ij}=K_{ji}$ are their real exchange integrals. Flipping spin $i$ gives a determinant $|i\rangle$; a vector $x$ lists the amplitudes of a combination $\sum_i x_i|i\rangle$. Only these combinations are admitted; charge-transfer configurations, in which an orbital is doubly occupied, are left out. Energies are measured from the parallel determinant. The energies of this model are the eigenvalues of the one-flip matrix $A$, with entries

$$A_{ii}=\sum_{j\ne i}K_{ij},\qquad A_{ij}=-K_{ij}\quad(i\ne j).$$

Write $\bar d=\frac1N\sum_i A_{ii}$ for the mean energy of the flipped determinants.

If all $K_{ij}\ge 0$, then $A$ is positive semidefinite, and it annihilates the constant vector. If also $K_{ab}>0$ for some $a\neq b$, so that $N\ge2$, the eigenvalues other than one zero average $\frac{N}{N-1}\bar d>\bar d$. This compares averages: a particular eigenvalue may lie below a particular diagonal entry.

## From amplitude differences to the factor N/(N−1)

**Diagonal.** With fixed orbitals, only exchange changes on a flip. Each parallel pair contributes $-K_{ab}$, and flipping spin $i$ breaks the pairs containing $i$, which costs $\sum_{j\ne i}K_{ij}=A_{ii}$.

**Positivity.** Collecting terms,
$$(Ax)_i=\sum_{j\ne i}K_{ij}x_i-\sum_{j\ne i}K_{ij}x_j=\sum_j K_{ij}(x_i-x_j),$$
which vanishes for constant $x$. Hence $x^{T}Ax=\sum_{ij}K_{ij}x_i(x_i-x_j)$. Interchanging $i$ and $j$ and using symmetry gives $\sum_{ij}K_{ij}x_j(x_j-x_i)$ for the same number. Half the sum of the two expressions is
$$x^{T}Ax=\tfrac12\sum_{ij}K_{ij}(x_i-x_j)^2\ge0.$$

**Average.** The eigenvalues sum to the trace $N\bar d$. Removing one zero leaves the sum unchanged, so the other $N-1$ average $N\bar d/(N-1)$. A positive $K_{ab}$ makes $\bar d>0$, and the inequality is strict.

**Each determinant.** Let $e_i$ be the unit vector of $|i\rangle$, and let $p=e_i-\frac1N(1,\dots,1)$. Amplitude differences are unchanged, so $p^{T}Ap=A_{ii}$, while
$$p^{T}p=\left(1-\tfrac1N\right)^2+\frac{N-1}{N^2}=1-\tfrac1N.$$
For $N\ge2$ the normalised expectation value is therefore $\frac{N}{N-1}A_{ii}$.

**Equal exchange.** If $K_{ij}=c$ and $\sum_jx_j=0$, then $(Ax)_i=c(Nx_i-\sum_jx_j)=Nc\,x_i$, whereas $A_{ii}=(N-1)c$. For $N=2$ the eigenvalues are $0$ and $2c$, the triplet and the singlet, and each flipped determinant lies halfway between them at $c$.

In this fixed-orbital, one-flip model without charge-transfer configurations, a flipped determinant with $A_{ii}>0$ has its energy lowered by its admixture of the uniform combination, which belongs to the high-spin multiplet.

## The matrix and the determinant energy in Lean

The finite type `n` labels the orbitals, `Fintype.card n` is $N$, and `K` holds the exchange integrals.

```lean
import Mathlib

open Finset Matrix

namespace SpinFlipExcitation

noncomputable section

variable {n : Type*} [Fintype n] [DecidableEq n] {K : n → n → ℝ}
```

The matrix is a definition, so its off-diagonal elements are postulated. They stand for the coupling that moves the flipped spin from one orbital to another. The value `K i i` never enters.

```lean
/-- The one-spin-flip matrix: the diagonal entry of orbital `i` is the sum of its exchange
integrals with the other orbitals, and the off-diagonal entries are `-K i j`. -/
def spinFlipMatrix (K : n → n → ℝ) : Matrix n n ℝ :=
  Matrix.of fun i j => if i = j then ∑ k ∈ univ.erase i, K i k else -K i j
```

One could also start from the spin Hamiltonian $\sum_{i<j}K_{ij}(1-P_{ij})$, where $P_{ij}$ exchanges spins $i$ and $j$. The off-diagonal elements would then be derived, since $(1-P_{ij})|i\rangle=|i\rangle-|j\rangle$. Each $P_{ij}$ conserves the number of flipped spins, so the $N$-dimensional one-flip space would suffice for this.

In the next definition a Boolean encodes each spin, and the factor $1/2$ corrects for counting ordered pairs.

```lean
/-- The exchange energy of a determinant of singly occupied orbitals with spins `s`: for symmetric
`K`, each pair of parallel spins contributes minus its exchange integral. -/
def determinantExchange (K : n → n → ℝ) (s : n → Bool) : ℝ :=
  -(1 / 2) * ∑ a, ∑ b ∈ univ.erase a, if s a = s b then K a b else 0

/-- The mean diagonal entry of the spin-flip matrix, for a nonempty set of orbitals. -/
def meanDeterminantEnergy (K : n → n → ℝ) : ℝ :=
  (∑ i, spinFlipMatrix K i i) / Fintype.card n
```

`projectedFlip i` is the unnormalised vector $p$.

```lean
/-- The determinant with spin `i` flipped, after its component along the uniform
combination of all flips is removed. -/
def projectedFlip (i : n) : n → ℝ :=
  fun j => (Pi.single i 1 : n → ℝ) j - 1 / (Fintype.card n : ℝ)

/-- A diagonal entry is the sum of the exchange integrals with the other orbitals. -/
lemma spinFlip_diag (K : n → n → ℝ) (i : n) :
    spinFlipMatrix K i i = ∑ k ∈ univ.erase i, K i k := by
  simp [spinFlipMatrix]
```

The diagonal is checked against the determinant energies. The all-`false` assignment is the parallel determinant, and `decide (j = i)` flips spin $i$ alone. The step `key` records the exchange that each orbital loses; symmetry then combines the two orderings of each broken pair.

```lean
/-- For symmetric exchange integrals, flipping spin `i` in the determinant of parallel spins
raises its exchange energy by the diagonal entry `i` of the spin-flip matrix. -/
theorem determinant_flip_energy (hK : ∀ i j, K i j = K j i) (i : n) :
    determinantExchange K (fun j => decide (j = i)) - determinantExchange K (fun _ => false)
      = spinFlipMatrix K i i := by
  -- exchange lost by each orbital `a`
  have key : ∀ a, (∑ b ∈ univ.erase a, if decide (a = i) = decide (b = i) then K a b else 0)
      = ∑ b ∈ univ.erase a, K a b - (if a = i then spinFlipMatrix K i i else K a i) := by
    intro a
    by_cases h : a = i
    · rw [h, if_pos rfl, spinFlip_diag, sub_self]
      apply Finset.sum_eq_zero
      intro b hb
      simp [Finset.ne_of_mem_erase hb]
    · have hi : i ∈ univ.erase a := Finset.mem_erase.mpr ⟨Ne.symm h, mem_univ i⟩
      have e : (∑ b ∈ univ.erase a, if b = i then K a i else 0) = K a i := by
        rw [Finset.sum_ite_eq' _ i (fun _ => K a i), if_pos hi]
      rw [if_neg h, ← e, ← Finset.sum_sub_distrib]
      refine Finset.sum_congr rfl fun b _ => ?_
      by_cases hb : b = i <;> simp [h, hb]
  have h2 : (∑ a ∈ univ.erase i, if a = i then spinFlipMatrix K i i else K a i)
      = spinFlipMatrix K i i := by
    rw [spinFlip_diag]
    refine Finset.sum_congr rfl fun a ha => ?_
    rw [if_neg (Finset.ne_of_mem_erase ha), hK a i]
  have hs := Finset.add_sum_erase univ
    (fun a => if a = i then spinFlipMatrix K i i else K a i) (mem_univ i)
  simp only [if_true, h2] at hs
  simp only [determinantExchange, key, Finset.sum_sub_distrib, if_true]
  linarith
```

## Positivity and the zero eigenvalue

The first lemma separates the term $j=i$ from the sum and obtains the difference formula for $Ax$.

```lean
/-- The spin-flip matrix acts through differences of amplitudes, weighted by exchange. -/
lemma spinFlip_mulVec (K : n → n → ℝ) (x : n → ℝ) (i : n) :
    (spinFlipMatrix K *ᵥ x) i = ∑ j, K i j * (x i - x j) := by
  have h1 := Finset.add_sum_erase univ (fun j => spinFlipMatrix K i j * x j) (mem_univ i)
  have h2 : ∑ j ∈ univ.erase i, spinFlipMatrix K i j * x j
      = ∑ j ∈ univ.erase i, -(K i j * x j) :=
    Finset.sum_congr rfl fun j hj => by
      simp [spinFlipMatrix, (Finset.ne_of_mem_erase hj).symm]
  have h3 := Finset.add_sum_erase univ (fun j => K i j * (x i - x j)) (mem_univ i)
  change ∑ j, spinFlipMatrix K i j * x j = _
  rw [← h1, ← h3, h2, spinFlip_diag, Finset.sum_mul, ← Finset.sum_add_distrib,
    sub_self, mul_zero, zero_add]
  exact Finset.sum_congr rfl fun j _ => by ring
```

Here `h'` interchanges the orbital names, and `h''` adds the two expressions.

```lean
/-- For symmetric exchange integrals, the quadratic form of the spin-flip matrix is half the
exchange-weighted sum of squared amplitude differences. -/
theorem spinFlip_quadratic (hK : ∀ i j, K i j = K j i) (x : n → ℝ) :
    x ⬝ᵥ spinFlipMatrix K *ᵥ x = 1 / 2 * ∑ i, ∑ j, K i j * (x i - x j) ^ 2 := by
  have h : x ⬝ᵥ spinFlipMatrix K *ᵥ x = ∑ i, ∑ j, x i * (K i j * (x i - x j)) := by
    simp only [dotProduct, spinFlip_mulVec, Finset.mul_sum]
  -- exchange the names of the two orbitals
  have h' : ∑ i, ∑ j, x i * (K i j * (x i - x j))
      = ∑ i, ∑ j, x j * (K i j * (x j - x i)) := by
    rw [Finset.sum_comm]
    refine Finset.sum_congr rfl fun i _ => Finset.sum_congr rfl fun j _ => ?_
    rw [hK j i]
  have h'' : ∑ i, ∑ j, K i j * (x i - x j) ^ 2
      = ∑ i, ∑ j, x i * (K i j * (x i - x j)) + ∑ i, ∑ j, x j * (K i j * (x j - x i)) := by
    simp only [← Finset.sum_add_distrib]
    exact Finset.sum_congr rfl fun i _ => Finset.sum_congr rfl fun j _ => by ring
  linarith
```

For a real matrix, Hermitian means symmetric. This gives access to the spectral theorem, whose eigenvalues are real and listed with multiplicity.

```lean
/-- Symmetric exchange integrals give a Hermitian spin-flip matrix. -/
lemma spinFlip_isHermitian (hK : ∀ i j, K i j = K j i) : (spinFlipMatrix K).IsHermitian := by
  apply Matrix.IsHermitian.ext
  intro i j
  by_cases h : i = j
  · simp [h]
  · simp [spinFlipMatrix, h, Ne.symm h, hK i j]

/-- The eigenvalues of the spin-flip matrix, listed with multiplicity. -/
def spinFlipEnergy (hK : ∀ i j, K i j = K j i) : n → ℝ :=
  (spinFlip_isHermitian hK).eigenvalues
```

Positivity follows term by term from the quadratic form.

```lean
/-- For symmetric nonnegative exchange integrals the spin-flip matrix is positive
semidefinite, and it annihilates the constant vector. -/
theorem spinFlip_posSemidef (hK : ∀ i j, K i j = K j i) (h0 : ∀ i j, 0 ≤ K i j) :
    (spinFlipMatrix K).PosSemidef ∧ spinFlipMatrix K *ᵥ (fun _ => 1) = 0 := by
  constructor
  · refine Matrix.PosSemidef.of_dotProduct_mulVec_nonneg (spinFlip_isHermitian hK) fun x => ?_
    rw [star_trivial, spinFlip_quadratic hK]
    exact mul_nonneg (by norm_num) (Finset.sum_nonneg fun i _ =>
      Finset.sum_nonneg fun j _ => mul_nonneg (h0 i j) (sq_nonneg _))
  · ext i
    simp [spinFlip_mulVec]
```

The sum rule needs no sign condition on the exchange integrals. Since $A$ annihilates a nonzero vector, its determinant vanishes; the determinant is the product of the eigenvalues, so one of them is zero. The trace gives the sum of the others.

```lean
/-- For symmetric exchange integrals on a nonempty set of orbitals, zero is an eigenvalue, and
when one zero is set aside the other eigenvalues sum to the sum of the diagonal entries. -/
theorem spinFlip_sum_rule [Nonempty n] (hK : ∀ i j, K i j = K j i) :
    (∃ o, spinFlipEnergy hK o = 0) ∧ ∀ o, spinFlipEnergy hK o = 0 →
      ∑ k ∈ univ.erase o, spinFlipEnergy hK k = ∑ i, spinFlipMatrix K i i := by
  constructor
  · -- the constant vector makes the determinant vanish
    have hd : (spinFlipMatrix K).det = 0 := by
      refine Matrix.exists_mulVec_eq_zero_iff.mp ⟨fun _ => 1, ?_, ?_⟩
      · intro h
        exact one_ne_zero (congrFun h (Classical.arbitrary n))
      · ext i
        simp [spinFlip_mulVec]
    rw [(spinFlip_isHermitian hK).det_eq_prod_eigenvalues] at hd
    obtain ⟨o, -, ho⟩ := Finset.prod_eq_zero_iff.mp hd
    exact ⟨o, by simpa [spinFlipEnergy] using ho⟩
  · intro o ho
    have ht : ∑ i, spinFlipMatrix K i i = ∑ k, spinFlipEnergy hK k := by
      simpa [Matrix.trace, spinFlipEnergy] using
        (spinFlip_isHermitian hK).trace_eq_sum_eigenvalues
    rw [ht, ← Finset.add_sum_erase univ _ (mem_univ o), ho, zero_add]
```

## The averaged underestimate

The index `o` marks any zero eigenvalue; the preceding theorem supplies one. Other zeros, if present, stay in the average. The hypothesis `hab` ensures $N\ge2$, and `hpos` makes the trace positive in step `hD`. The rest is the comparison of a positive number divided by $N$ and by $N-1$.

```lean
/-- Let the exchange integrals be symmetric and nonnegative, and positive for some pair of
different orbitals. With one zero eigenvalue set aside, the other `N - 1` average `N / (N - 1)`
times the mean diagonal entry, which is strictly below that average. -/
theorem determinants_underestimate (hK : ∀ i j, K i j = K j i) (h0 : ∀ i j, 0 ≤ K i j)
    {a b : n} (hab : a ≠ b) (hpos : 0 < K a b) {o : n} (ho : spinFlipEnergy hK o = 0) :
    (∑ k ∈ univ.erase o, spinFlipEnergy hK k) / ((Fintype.card n : ℝ) - 1)
        = (Fintype.card n : ℝ) / ((Fintype.card n : ℝ) - 1) * meanDeterminantEnergy K ∧
      meanDeterminantEnergy K
        < (∑ k ∈ univ.erase o, spinFlipEnergy hK k) / ((Fintype.card n : ℝ) - 1) := by
  have : Nonempty n := ⟨a⟩
  have hN : (1 : ℝ) < Fintype.card n := by
    exact_mod_cast Fintype.one_lt_card_iff.mpr ⟨a, b, hab⟩
  have hN0 : (0 : ℝ) < Fintype.card n := by linarith
  have hN1 : (0 : ℝ) < (Fintype.card n : ℝ) - 1 := by linarith
  -- the trace is positive
  have hD : 0 < ∑ i, spinFlipMatrix K i i := by
    simp only [spinFlip_diag]
    exact Finset.sum_pos' (fun i _ => Finset.sum_nonneg fun j _ => h0 i j)
      ⟨a, mem_univ a, Finset.sum_pos' (fun j _ => h0 a j)
        ⟨b, Finset.mem_erase.mpr ⟨hab.symm, mem_univ b⟩, hpos⟩⟩
  rw [(spinFlip_sum_rule hK).2 o ho, meanDeterminantEnergy]
  constructor
  · rw [div_mul_div_comm, mul_comm ((Fintype.card n : ℝ) - 1),
      mul_div_mul_left _ _ hN0.ne']
  · rw [div_lt_div_iff₀ hN0 hN1]
    nlinarith
```

If `h0` is dropped, one positive integral is not enough. The following example is purely algebraic, because exchange integrals of the Coulomb repulsion are never negative. Take $N=3$, $K_{12}=1$ and $K_{13}=K_{23}=-1$. The eigenvalues are $0,1,-3$; the last two average $-1$, below $\bar d=-\tfrac23$. What the strict inequality requires is a positive sum of the exchange integrals over pairs.

## Projected determinants and equal exchange

The next theorem gives the quadratic form and the squared norm separately; their quotient is the normalised energy found above. The first part rewrites both quadratic forms through amplitude differences, where the subtracted constant cancels. The second sums the squared components.

```lean
/-- For symmetric exchange integrals, removing the uniform component from a single flipped
determinant leaves the quadratic form at the diagonal entry and the squared norm at `1 - 1/N`. -/
theorem projectedFlip_energy (hK : ∀ i j, K i j = K j i) (i : n) :
    projectedFlip i ⬝ᵥ spinFlipMatrix K *ᵥ projectedFlip i = spinFlipMatrix K i i ∧
      projectedFlip i ⬝ᵥ projectedFlip i = 1 - 1 / (Fintype.card n : ℝ) := by
  constructor
  · -- the quadratic form sees only amplitude differences
    have h : projectedFlip i ⬝ᵥ spinFlipMatrix K *ᵥ projectedFlip i
        = (Pi.single i 1 : n → ℝ) ⬝ᵥ spinFlipMatrix K *ᵥ (Pi.single i 1 : n → ℝ) := by
      rw [spinFlip_quadratic hK, spinFlip_quadratic hK]
      simp only [projectedFlip, sub_sub_sub_cancel_right]
    rw [h]
    simp
  · have : Nonempty n := ⟨i⟩
    have hN : (Fintype.card n : ℝ) ≠ 0 := by exact_mod_cast Fintype.card_ne_zero
    have hp : ∀ j, projectedFlip i j * projectedFlip i j
        = (if j = i then 1 - 2 / (Fintype.card n : ℝ) else 0)
          + 1 / (Fintype.card n : ℝ) ^ 2 := by
      intro j
      by_cases h : j = i
      · rw [if_pos h, projectedFlip, h, Pi.single_eq_same]
        ring
      · rw [if_neg h, projectedFlip, Pi.single_eq_of_ne h]
        ring
    simp only [dotProduct, hp, Finset.sum_add_distrib, Finset.sum_ite_eq', mem_univ, if_true,
      Finset.sum_const, Finset.card_univ, nsmul_eq_mul]
    field_simp
    ring
```

For equal integrals `c`, of either sign, the difference formula and the condition `hx` of zero total amplitude give the eigenvalue equation directly.

```lean
/-- If all exchange integrals equal `c`, every vector of amplitudes with zero sum is scaled by
`N * c`, while each diagonal entry is `(N - 1) * c`. -/
theorem uniform_exchange (c : ℝ) (x : n → ℝ) (hx : ∑ i, x i = 0) (i : n) :
    spinFlipMatrix (fun _ _ => c) *ᵥ x = ((Fintype.card n : ℝ) * c) • x ∧
      spinFlipMatrix (fun _ _ : n => c) i i = ((Fintype.card n : ℝ) - 1) * c := by
  constructor
  · ext j
    simp only [spinFlip_mulVec, ← Finset.mul_sum, Finset.sum_sub_distrib, hx, Finset.sum_const,
      Finset.card_univ, nsmul_eq_mul, Pi.smul_apply, smul_eq_mul]
    ring
  · have h := Finset.add_sum_erase univ (fun _ : n => c) (mem_univ i)
    have hc : ∑ _j : n, c = (Fintype.card n : ℝ) * c := by simp
    rw [spinFlip_diag]
    linarith

end

end SpinFlipExcitation
```

```lean
#print axioms SpinFlipExcitation.determinant_flip_energy
#print axioms SpinFlipExcitation.spinFlip_posSemidef
#print axioms SpinFlipExcitation.projectedFlip_energy
#print axioms SpinFlipExcitation.uniform_exchange
```

```
'SpinFlipExcitation.determinant_flip_energy' depends on axioms: [propext, Classical.choice, Quot.sound]
'SpinFlipExcitation.spinFlip_posSemidef' depends on axioms: [propext, Classical.choice, Quot.sound]
'SpinFlipExcitation.projectedFlip_energy' depends on axioms: [propext, Classical.choice, Quot.sound]
'SpinFlipExcitation.uniform_exchange' depends on axioms: [propext, Classical.choice, Quot.sound]
```
